# In an orthonormal energy eigenbasis, the propagator of a finite-dimensional, time-independent Hamiltonian is diagonal with phases exp(-iEt) (ħ = 1)

The theorem concerns a time-independent Hamiltonian given as a finite complex matrix H, in units where ħ = 1. It assumes that H = V diag(E) V†, where V is unitary and the energies E are real; the columns of V are then orthonormal eigenvectors of H. The conclusion is that, for every real time t, the propagator exp(-iHt) equals V diag(exp(-iEₖt)) V†. The proof writes -iHt as a diagonal matrix conjugated by V, takes the conjugation outside the exponential, and then exponentiates the diagonal entry by entry.

As first written in Lean, the proof fails:

```lean
import Mathlib

open Matrix MeasureTheory Set NormedSpace
open Complex (I)

namespace PropagatorSpectral

noncomputable section

variable {n : Type*} [Fintype n] [DecidableEq n]

/-- The propagator `exp(-iHt)` of the Hamiltonian matrix `H`, with `ħ = 1`. -/
def propagator (H : Matrix n n ℂ) (t : ℝ) : Matrix n n ℂ :=
  NormedSpace.exp ((-(I * t)) • H)

/-- The columns of the unitary matrix `V` are eigenvectors of `H` with real energies `E`:
`H = V diag(E) V†`. -/
def IsEigensystem (H V : Matrix n n ℂ) (E : n → ℝ) : Prop :=
  Vᴴ * V = 1 ∧ H = V * diagonal (fun k => (E k : ℂ)) * Vᴴ

/-- In the eigenbasis of `H` the propagator is the diagonal matrix of phases `exp(-iEt)`. -/
theorem propagator_spectral {H V : Matrix n n ℂ} {E : n → ℝ} (h : IsEigensystem H V E)
    (t : ℝ) :
    propagator H t = V * diagonal (fun k => Complex.exp (-(I * t) * E k)) * Vᴴ := by
  obtain ⟨hV, hH⟩ := h
  have hinv : V⁻¹ = Vᴴ := Matrix.inv_eq_left_inv hV
  have hu : IsUnit V := ⟨⟨V, Vᴴ, mul_eq_one_comm.1 hV, hV⟩, rfl⟩
  have hd : diagonal (fun k => -(I * t) * (E k : ℂ))
      = (-(I * t)) • diagonal (fun k => (E k : ℂ)) := by
    ext a b
    by_cases hab : a = b
    · subst hab; simp
    · simp [hab]
  have e : (-(I * t)) • H = V * diagonal (fun k => -(I * t) * (E k : ℂ)) * V⁻¹ := by
    rw [hinv, hd, hH, Matrix.mul_smul, Matrix.smul_mul]
  have hexp : NormedSpace.exp (fun k => -(I * t) * (E k : ℂ))
      = fun k => Complex.exp (-(I * t) * E k) := by
    funext k
    rw [Pi.exp_apply, Complex.exp_eq_exp_ℂ]
  rw [propagator, e, Matrix.exp_conj _ _ hu, Matrix.exp_diagonal, hinv, hexp]

end

end PropagatorSpectral
```

Messages:

```
Main.lean:39:8: error(lean.unknownIdentifier): Unknown identifier `Pi.exp_apply`
```

Cause. The error is in `hexp`, the step that says the exponential of a family of complex numbers is taken entry by entry. The proof cites a lemma `Pi.exp_apply` for this, but Lean finds nothing of that name, so the rewrite cannot be carried out. The message is about the missing name and does not dispute the mathematics.

The repair drops that name and keeps the rewrite with `Complex.exp_eq_exp_ℂ`, which turns the complex exponential on the right into `NormedSpace.exp`. What remains is to show that exponentiating the whole family and then reading off entry `k` gives the same number as exponentiating entry `k` alone. Reading off an entry is a ring homomorphism, `Pi.evalRingHom`, and it is continuous by `continuous_apply k`. `NormedSpace.map_exp` says that a continuous ring homomorphism commutes with the exponential, which is exactly what is needed.

The repair, with which the file compiles:

```diff
@@ -37,5 +37,6 @@
       = fun k => Complex.exp (-(I * t) * E k) := by
     funext k
-    rw [Pi.exp_apply, Complex.exp_eq_exp_ℂ]
+    rw [Complex.exp_eq_exp_ℂ]
+    exact NormedSpace.map_exp (Pi.evalRingHom (fun _ : n => ℂ) k) (continuous_apply k) _
   rw [propagator, e, Matrix.exp_conj _ _ hu, Matrix.exp_diagonal, hinv, hexp]
 
```
